# Interface factorisation of the scattering-path matrix for invertible outer blocks

Let a finite system be divided into regions $A$, $B$ and $C$, and let $M$ be an invertible complex matrix on it that has no $AC$ and no $CA$ block, so that the outer regions $A$ and $C$ are coupled only through the interface $B$. Write $\tau=M^{-1}$. If the diagonal blocks $M_{AA}$ and $M_{CC}$ are invertible, then $\tau_{BB}$ is invertible and

$$\tau_{AC}=\tau_{AB}\,\tau_{BB}^{-1}\,\tau_{BC},\qquad \tau_{CA}=\tau_{CB}\,\tau_{BB}^{-1}\,\tau_{BA}.$$

## Scattering between two regions and the layer that separates them

In the Korringa–Kohn–Rostoker (KKR) method, an electron at fixed energy moves among scatterers. The matrix $t$ describes scattering by single sites, and $G$ describes propagation from one site to another between two scattering events. The scattering-path matrix $\tau$ collects all sequences of such events and solves

$$\tau=t+t\,G\,\tau .$$

Its rows and columns are labelled by site and angular momentum. The block $\tau_{AC}$ gives the response in $A$ to a wave incident in $C$. If $t$ is invertible, the equation says that $\tau$ is the inverse of $M=t^{-1}-G$.

Suppose that $B$ is a layer between $A$ and $C$, thick enough that no single propagation step crosses it. Every path from $C$ to $A$ then visits $B$. The product $\tau_{AB}\tau_{BC}$ would count the multiple scattering at the interface twice, since each factor already contains it, and the factor $\tau_{BB}^{-1}$ removes the surplus.

The identity bears on single-particle electronic-structure calculations for layered systems and junctions, provided that they are described by finite matrices with strictly no direct coupling between the outer regions.

## What the conditions mean physically

A singular $M_{AA}$ would mean that region $A$ has a non-zero solution at this energy with neither a source nor any amplitude on the interface. In KKR terms, with $t$ diagonal in the sites, the scatterers of $A$ would support a state without any incident wave when all other scatterers are removed or, in the screened form described below, replaced by those of the reference system. At a real energy this is a stationary state. The assumption on $M_{AA}$ excludes such energies, and the one on $M_{CC}$ does the same for $C$.

Invertibility of $t$ means that no non-zero incident wave, in the channels kept, passes the scatterers without producing a scattered wave.

The absence of direct coupling is an idealisation. At positive real energies the free-space $G$ decays only slowly with distance. In the screened form of the method it is replaced by the propagator of a repulsive reference system, which decays quickly at energies well below the spectrum of that system, and $t$ and $\tau$ are then defined relative to that reference. Setting the remaining small $AC$ and $CA$ blocks to zero is an approximation, and the theorem gives no bound on the error it causes.

## Elimination of the outer regions

The blocks of $M\tau=1$ are sums over the intermediate region. Since $M_{AC}=0$, the $AB$ and $AC$ blocks read

$$M_{AA}\tau_{AB}+M_{AB}\tau_{BB}=0,\qquad M_{AA}\tau_{AC}+M_{AB}\tau_{BC}=0 .$$

The right-hand sides vanish because they are off-diagonal blocks of the identity. Since $M_{CA}=0$, the $CB$ and $CA$ blocks read

$$M_{CC}\tau_{CB}+M_{CB}\tau_{BB}=0,\qquad M_{CC}\tau_{CA}+M_{CB}\tau_{BA}=0 .$$

Multiplying by $M_{AA}^{-1}$ or $M_{CC}^{-1}$ from the left gives the amplitudes in the outer regions in terms of those on the interface:

$$\tau_{AB}=-M_{AA}^{-1}M_{AB}\tau_{BB},\qquad \tau_{AC}=-M_{AA}^{-1}M_{AB}\tau_{BC},$$

$$\tau_{CB}=-M_{CC}^{-1}M_{CB}\tau_{BB},\qquad \tau_{CA}=-M_{CC}^{-1}M_{CB}\tau_{BA}.$$

The $BB$ block of $M\tau=1$ is

$$M_{BA}\tau_{AB}+M_{BB}\tau_{BB}+M_{BC}\tau_{CB}=1 .$$

Inserting $\tau_{AB}$ and $\tau_{CB}$ turns it into

$$\left(M_{BB}-M_{BA}M_{AA}^{-1}M_{AB}-M_{BC}M_{CC}^{-1}M_{CB}\right)\tau_{BB}=1 .$$

A finite square matrix with a left inverse is invertible, so $\tau_{BB}$ is invertible and its inverse is the bracket. The two subtracted terms describe excursions from the interface into $A$ and into $C$.

The factorisation follows by substitution:

$$\tau_{AB}\tau_{BB}^{-1}\tau_{BC}=-M_{AA}^{-1}M_{AB}\,\tau_{BB}\tau_{BB}^{-1}\,\tau_{BC}=-M_{AA}^{-1}M_{AB}\tau_{BC}=\tau_{AC}.$$

For the opposite direction, the same substitution in $C$ gives

$$\tau_{CB}\tau_{BB}^{-1}\tau_{BA}=-M_{CC}^{-1}M_{CB}\tau_{BA}=\tau_{CA}.$$

For the scattering equation, multiplication by $t^{-1}$ from the left gives $t^{-1}\tau=1+G\tau$, hence $(t^{-1}-G)\tau=1$. The result applies with $M=t^{-1}-G$.

## Regions, blocks and inverses in Lean

The finite types `A`, `B` and `C` are the sets of labels in the three regions; an element can stand for one site together with one angular-momentum channel. The whole system is indexed by the disjoint union `A ⊕ B ⊕ C`. The maps `inA`, `inB` and `inC` place a region's labels in it, and `blk M inA inC` is the block $M_{AC}$, with rows in $A$ and columns in $C$.

In `interface_factorisation`, the relation between the two matrices is `M * τ = 1`. For finite square matrices this makes $\tau$ the two-sided inverse of $M$. The hypotheses `hAC` and `hCA` state that the direct couplings vanish, and `hA` and `hC` state that the outer diagonal blocks are invertible, which Lean writes as `IsUnit`. The conclusion has three parts: invertibility of $\tau_{BB}$ and the factorisation in each direction. Neither hermiticity nor any symmetry of $M$ is assumed, so complex energies are allowed.

The theorem `kkr_factorisation` starts from `τ = t + t * G * τ` with `t` invertible. Here `G` is the matrix of propagation between scattering events, often called the structure constants, and not the Green function of the full system. The conditions on blocks are placed on `t⁻¹ - G`. When $t$ is diagonal in the sites, as in the usual method, the condition of no direct coupling reduces to $G_{AC}=0$ and $G_{CA}=0$. This theorem concludes that $\tau_{BB}$ is invertible and gives the formula for $\tau_{AC}$.

Energy doesn't appear as a variable: each statement concerns matrices at one energy and, for a layered crystal, one wave vector parallel to the layers. Infinite regions, such as semi-infinite leads, lie beyond these finite matrices unless their effect has first been absorbed into finite blocks.

## The complete Lean development

```lean
import Mathlib

open Matrix

namespace KKRInterface

noncomputable section

variable {A B C X Y : Type*}

/-- Inclusion of region A in the whole system. -/
def inA (a : A) : A ⊕ B ⊕ C := Sum.inl a

/-- Inclusion of the interface region B in the whole system. -/
def inB (b : B) : A ⊕ B ⊕ C := Sum.inr (Sum.inl b)

/-- Inclusion of region C in the whole system. -/
def inC (c : C) : A ⊕ B ⊕ C := Sum.inr (Sum.inr c)

/-- The block of `M` with rows selected by `f` and columns selected by `g`;
for example, `blk M inA inC` is the block M_AC. -/
def blk (M : Matrix (A ⊕ B ⊕ C) (A ⊕ B ⊕ C) ℂ)
    (f : X → A ⊕ B ⊕ C) (g : Y → A ⊕ B ⊕ C) : Matrix X Y ℂ :=
  M.submatrix f g

variable [Fintype A] [Fintype B] [Fintype C]

/-- A block of a product is the sum over the three possible intermediate regions. -/
theorem blk_mul (M N : Matrix (A ⊕ B ⊕ C) (A ⊕ B ⊕ C) ℂ)
    (f : X → A ⊕ B ⊕ C) (g : Y → A ⊕ B ⊕ C) :
    blk (M * N) f g = blk M f inA * blk N inA g + blk M f inB * blk N inB g
      + blk M f inC * blk N inC g := by
  ext i j
  simp [blk, inA, inB, inC, Matrix.mul_apply, Fintype.sum_sum_type, add_assoc]

variable [DecidableEq A] [DecidableEq B] [DecidableEq C]

/-- If A and C are not directly coupled and M τ = 1, the equations for τ in
region A and in region C each involve only that region and the interface. -/
theorem region_equations {M τ : Matrix (A ⊕ B ⊕ C) (A ⊕ B ⊕ C) ℂ}
    (hτ : M * τ = 1) (hAC : blk M inA inC = 0) (hCA : blk M inC inA = 0)
    (g : X → A ⊕ B ⊕ C) :
    blk M inA inA * blk τ inA g + blk M inA inB * blk τ inB g = blk 1 inA g ∧
    blk M inC inC * blk τ inC g + blk M inC inB * blk τ inB g = blk 1 inC g := by
  constructor
  · rw [← hτ, blk_mul, hAC, Matrix.zero_mul, add_zero]
  · rw [← hτ, blk_mul, hCA, Matrix.zero_mul, zero_add, add_comm]

omit [DecidableEq B] in
/-- Where there is no source in a region with invertible matrix `K`, the amplitude `u`
in the region is fixed by the amplitude `v` on the interface. -/
theorem amplitude_from_interface {K : Matrix A A ℂ} {V : Matrix A B ℂ}
    {u : Matrix A X ℂ} {v : Matrix B X ℂ} (hK : IsUnit K)
    (h : K * u + V * v = 0) : u = -(K⁻¹ * V * v) := by
  have hd := (Matrix.isUnit_iff_isUnit_det K).mp hK
  calc u = K⁻¹ * (K * u) := by
        rw [← Matrix.mul_assoc, Matrix.nonsing_inv_mul _ hd, Matrix.one_mul]
    _ = K⁻¹ * (-(V * v)) := by rw [eq_neg_of_add_eq_zero_left h]
    _ = -(K⁻¹ * V * v) := by rw [Matrix.mul_neg, Matrix.mul_assoc]

/-- Two source-free solutions `u`, `w` in a region with invertible matrix `K`, with
interface amplitudes `s`, `v` and `s` invertible, are related by `w = u s⁻¹ v`. -/
theorem factor_through_interface {K : Matrix A A ℂ} {V : Matrix A B ℂ}
    {u : Matrix A B ℂ} {s : Matrix B B ℂ} {w : Matrix A X ℂ} {v : Matrix B X ℂ}
    (hK : IsUnit K) (hs : IsUnit s)
    (h₁ : K * u + V * s = 0) (h₂ : K * w + V * v = 0) : w = u * s⁻¹ * v := by
  have hd := (Matrix.isUnit_iff_isUnit_det s).mp hs
  rw [amplitude_from_interface hK h₁, amplitude_from_interface hK h₂,
    Matrix.neg_mul, Matrix.neg_mul, Matrix.mul_assoc (K⁻¹ * V) s,
    Matrix.mul_nonsing_inv _ hd, Matrix.mul_one]

/-- For M τ = 1 with A and C not directly coupled and M_AA, M_CC invertible, the
inverse of τ_BB is M_BB corrected by excursions into A and into C. -/
theorem interface_inverse {M τ : Matrix (A ⊕ B ⊕ C) (A ⊕ B ⊕ C) ℂ}
    (hτ : M * τ = 1) (hAC : blk M inA inC = 0) (hCA : blk M inC inA = 0)
    (hA : IsUnit (blk M inA inA)) (hC : IsUnit (blk M inC inC)) :
    (blk M inB inB - blk M inB inA * (blk M inA inA)⁻¹ * blk M inA inB
      - blk M inB inC * (blk M inC inC)⁻¹ * blk M inC inB) * blk τ inB inB = 1 := by
  have hAB := amplitude_from_interface hA ((region_equations hτ hAC hCA inB).1.trans
    (by ext i j; simp [blk, inA, inB, Matrix.one_apply]))
  have hCB := amplitude_from_interface hC ((region_equations hτ hAC hCA inB).2.trans
    (by ext i j; simp [blk, inC, inB, Matrix.one_apply]))
  -- the interface row of M τ = 1, with the outer regions eliminated
  have key := blk_mul M τ inB inB
  rw [hτ, hAB, hCB] at key
  have h1 : blk (1 : Matrix (A ⊕ B ⊕ C) (A ⊕ B ⊕ C) ℂ) inB inB = 1 := by
    ext i j
    simp [blk, inB, Matrix.one_apply]
  refine Eq.trans ?_ (key.symm.trans h1)
  simp only [Matrix.sub_mul, Matrix.mul_neg, Matrix.mul_assoc]
  abel

/-- **Interface factorisation.** If A and C are not directly coupled, M_AA and M_CC are
invertible and M τ = 1, then τ_BB is invertible and propagation between A and C, in
either direction, factors through the interface B. -/
theorem interface_factorisation {M τ : Matrix (A ⊕ B ⊕ C) (A ⊕ B ⊕ C) ℂ}
    (hτ : M * τ = 1) (hAC : blk M inA inC = 0) (hCA : blk M inC inA = 0)
    (hA : IsUnit (blk M inA inA)) (hC : IsUnit (blk M inC inC)) :
    IsUnit (blk τ inB inB) ∧
    blk τ inA inC = blk τ inA inB * (blk τ inB inB)⁻¹ * blk τ inB inC ∧
    blk τ inC inA = blk τ inC inB * (blk τ inB inB)⁻¹ * blk τ inB inA := by
  have hB : IsUnit (blk τ inB inB) := (Matrix.isUnit_iff_isUnit_det _).mpr
    (Matrix.isUnit_det_of_left_inverse (interface_inverse hτ hAC hCA hA hC))
  -- the off-diagonal blocks of the identity vanish: no sources in the outer regions
  refine ⟨hB, factor_through_interface hA hB
    ((region_equations hτ hAC hCA inB).1.trans ?_)
    ((region_equations hτ hAC hCA inC).1.trans ?_), factor_through_interface hC hB
    ((region_equations hτ hAC hCA inB).2.trans ?_)
    ((region_equations hτ hAC hCA inA).2.trans ?_)⟩ <;>
  · ext i j
    simp [blk, inA, inB, inC, Matrix.one_apply]

/-- Let τ solve the multiple-scattering equation τ = t + t G τ with t invertible. If
t⁻¹ - G does not couple A and C and its AA and CC blocks are invertible, then τ_BB is
invertible and τ_AC factors through the interface. -/
theorem kkr_factorisation {t G τ : Matrix (A ⊕ B ⊕ C) (A ⊕ B ⊕ C) ℂ}
    (ht : IsUnit t) (h : τ = t + t * G * τ)
    (hAC : blk (t⁻¹ - G) inA inC = 0) (hCA : blk (t⁻¹ - G) inC inA = 0)
    (hA : IsUnit (blk (t⁻¹ - G) inA inA)) (hC : IsUnit (blk (t⁻¹ - G) inC inC)) :
    IsUnit (blk τ inB inB) ∧
    blk τ inA inC = blk τ inA inB * (blk τ inB inB)⁻¹ * blk τ inB inC := by
  have hinv : t⁻¹ * t = 1 :=
    Matrix.nonsing_inv_mul t ((Matrix.isUnit_iff_isUnit_det t).mp ht)
  -- multiply the scattering equation by t⁻¹
  have h2 : t⁻¹ * τ = 1 + G * τ := by
    calc t⁻¹ * τ = t⁻¹ * (t + t * G * τ) := by rw [← h]
      _ = 1 + G * τ := by
        rw [mul_add, mul_assoc t, ← mul_assoc t⁻¹ t, hinv, one_mul]
  have hτ : (t⁻¹ - G) * τ = 1 := by
    rw [sub_mul, h2, add_sub_cancel_right]
  have r := interface_factorisation hτ hAC hCA hA hC
  exact ⟨r.1, r.2.1⟩

/-- Position of each one-site region along a three-site chain. -/
def site : Unit ⊕ Unit ⊕ Unit → Fin 3 :=
  Sum.elim (fun _ => 0) (Sum.elim (fun _ => 1) (fun _ => 2))

/-- A three-site chain with nearest-neighbour coupling and its explicit inverse τ meet
the hypotheses of the interface factorisation, with τ_AC = 1. -/
theorem interface_factorisation_witness :
    let M := (!![1, 1, 0; 1, 3, 1; 0, 1, 1] : Matrix (Fin 3) (Fin 3) ℂ).submatrix site site
    let τ := (!![2, -1, 1; -1, 1, -1; 1, -1, 2] :
      Matrix (Fin 3) (Fin 3) ℂ).submatrix site site
    M * τ = 1 ∧ blk M inA inC = 0 ∧ blk M inC inA = 0 ∧
      IsUnit (blk M inA inA) ∧ IsUnit (blk M inC inC) ∧ blk τ inA inC = 1 := by
  intro M τ
  have hA : blk M inA inA = 1 := by
    ext i j
    simp [M, blk, inA, site]
  have hC : blk M inC inC = 1 := by
    ext i j
    simp [M, blk, inC, site]
  refine ⟨?_, ?_, ?_, hA ▸ isUnit_one, hC ▸ isUnit_one, ?_⟩
  · ext i j
    rcases i with ⟨⟩ | ⟨⟩ | ⟨⟩ <;> rcases j with ⟨⟩ | ⟨⟩ | ⟨⟩ <;>
      simp [M, τ, site, Matrix.mul_apply, Fintype.sum_sum_type] <;>
      norm_num
  all_goals
    ext i j
    simp [M, τ, blk, inA, inC, site]

end

end KKRInterface
```

```lean
#print axioms KKRInterface.kkr_factorisation
-- 'KKRInterface.kkr_factorisation' depends on axioms: [propext, Classical.choice, Quot.sound]
```

## From block products to region equations

The lemma `blk_mul` splits a block of a product into three terms, one for each intermediate region. It compares entries and divides the sum over `A ⊕ B ⊕ C` into sums over `A`, `B` and `C`.

The lemma `region_equations` supplies the $A$ and $C$ rows of $M\tau=1$. It replaces the identity by `M * τ`, expands the block with `blk_mul` and deletes the term with the vanishing coupling. The columns are left open through the map `g`, so the same lemma yields the equations for $\tau_{AB}$ and $\tau_{AC}$, as well as those for $\tau_{CB}$ and $\tau_{CA}$.

## Solving for the outer amplitudes

Two lemmas treat a single outer region, with `K` for its diagonal block and `V` for its coupling to the interface. Although their index type is called `A`, they are applied to region $C$ too.

In `amplitude_from_interface`, the equation $Ku+Vv=0$ is solved as $u=-K^{-1}Vv$. The three lines of the `calc` block insert $K^{-1}K$, use the equation to replace $Ku$, and rearrange the product.

In `factor_through_interface`, two solutions $u$ and $w$ share the same $K$ and $V$ and have interface amplitudes $s$ and $v$. Both are rewritten with the previous lemma, and $ss^{-1}$ cancels, leaving $w=us^{-1}v$. With $u=\tau_{AB}$, $s=\tau_{BB}$, $w=\tau_{AC}$ and $v=\tau_{BC}$, this is the substitution made in the derivation above.

## Invertibility at the interface and the final assembly

The lemma `interface_inverse` proves the equation for the bracket that multiplies $\tau_{BB}$. The facts `hAB` and `hCB` are the solved expressions for $\tau_{AB}$ and $\tau_{CB}$. The fact `key` is the $BB$ block of the product, into which they are inserted. The last lines collect the terms into the bracket.

In `interface_factorisation`, this left inverse first gives the invertibility of $\tau_{BB}$, by way of its determinant. Then `factor_through_interface` is used once for $A$ and once for $C$. Each use needs two source-free equations from `region_equations`. The four goals that remain say that off-diagonal blocks of the identity are zero, and they are settled entry by entry.

The proof of `kkr_factorisation` multiplies the scattering equation by `t⁻¹`, obtains `(t⁻¹ - G) * τ = 1`, and applies the general theorem to `t⁻¹ - G`.

## A three-site chain

The theorem `interface_factorisation_witness` takes one label in each region and the matrices

$$M=\begin{pmatrix}1&1&0\\1&3&1\\0&1&1\end{pmatrix},\qquad
\tau=\begin{pmatrix}2&-1&1\\-1&1&-1\\1&-1&2\end{pmatrix}.$$

The function `site` translates the region labels into positions along the chain. Lean verifies $M\tau=1$, the two zero couplings, the invertibility of the outer blocks and $\tau_{AC}=1$. The general theorem therefore applies to a case in which the block between the outer sites is non-zero. Its formula reads $\tau_{AB}\tau_{BB}^{-1}\tau_{BC}=(-1)\cdot 1\cdot(-1)=1$ here, in agreement with the entry of $\tau$.
